# Spin-averaged squared amplitude of massless Compton scattering: \(2(-u/s-s/u)\)

Take right-angle scattering with incoming electron \(p=(1,0,0,1)\), incoming photon \(k=(1,0,0,-1)\), outgoing electron \(p'=(1,1,0,0)\) and outgoing photon \(k'=(1,-1,0,0)\), in the metric \(\eta=\mathrm{diag}(1,-1,-1,-1)\). The propagator momenta are \(q=p+k=(2,0,0,0)\) and \(r=p-k'=(0,1,0,1)\), with \(s=q^2=4\) and \(u=r^2=-2\). One is purely temporal and the other purely spatial, so \(q\cdot r=0\). In the squared amplitude of a massless electron, with spinors normalised to \(u^\dagger u=2E\), summed over spins and with both photon polarisation sums replaced by \(-\eta\), the interference terms are proportional to \(q\cdot r\) and vanish. The direct terms have the form \(32(p'\cdot q)(p\cdot q)-16q^2(p'\cdot p)\). This gives \(128-64=64\) for \(q\) and \(32+32=64\) for \(r\), so the squared amplitude, averaged over initial and summed over final spins and polarisations, is \(\tfrac14(64/16+64/4)=5\) with the coupling factor \(e^4\) removed.

## The identity

Let \(\gamma^\mu\) be \(4\times4\) complex matrices with \(\{\gamma^\mu,\gamma^\nu\}=2\eta^{\mu\nu}\) and \(\overline{\gamma^\mu}=\gamma^\mu\), where \(\overline M=\gamma^0M^\dagger\gamma^0\). Write \(\gamma_\mu=\eta_{\mu\mu}\gamma^\mu\) and \(\not a=\sum_\mu a^\mu\gamma_\mu\). With \(\mu\) for the incoming photon and \(\nu\) for the outgoing one,
\[ \Gamma^{\mu\nu}=\frac{\gamma^\nu\not q\gamma^\mu}{s}+\frac{\gamma^\mu\not r\gamma^\nu}{u},\qquad A=\frac14\sum_{\mu,\nu}(-\eta_{\mu\mu})(-\eta_{\nu\nu})\,\mathrm{tr}\big[\not p'\,\Gamma^{\mu\nu}\not p\,\overline{\Gamma^{\mu\nu}}\big]. \]
For null \(p,k,p',k'\) with \(p+k=p'+k'\) and \(s,u\neq0\),
\[ A=2\left(-\frac us-\frac su\right),\qquad su\,A=-2(s^2+u^2). \]

## Use in a code

A Monte Carlo code that samples tree-level electron–photon scattering with the electron mass neglected can take \(e^4A\), with \(e^2=4\pi\alpha\) and \(\alpha\) the fine-structure constant, as its unpolarised squared matrix element, provided that a cut keeps \(u\) away from zero, where \(A\) diverges and the mass can no longer be neglected. A trace computed from numerically multiplied gamma matrices can be compared with \(A\). At the right-angle point \(t=(p-p')^2\) also equals \(-2\), so a confusion of \(t\) with \(u\) shows only at other angles.

## Derivation

Repeated indices are summed. The Clifford relation gives \(\{\not a,\gamma^\mu\}=2a^\mu\) and \(\{\not a,\not b\}=2a\cdot b\). Moving \(\not a\) to the left through \(\gamma^\mu\), for any matrix \(X\),
\[ \gamma^\mu\not aX\gamma_\mu=2X\not a-\not a\,\gamma^\mu X\gamma_\mu . \]
Starting from \(\gamma^\mu\gamma_\mu=4\), the choices \(X=1,\ \not b,\ \not b\not c\) give
\[ \gamma^\mu\not a\gamma_\mu=-2\not a,\quad \gamma^\mu\not a\not b\gamma_\mu=2\not b\not a+2\not a\not b=4a\cdot b,\quad \gamma^\mu\not a\not b\not c\gamma_\mu=2(\not b\not c-2b\cdot c)\not a=-2\not c\not b\not a . \]
The trace of the anticommutator, with cyclicity, yields \(\mathrm{tr}[\not a\not b]=4a\cdot b\). Substituting \(\not b\not q=2b\cdot q-\not q\not b\) and \(\not q\not q=q^2\) yields \(\mathrm{tr}[\not a\not q\not b\not q]=8(a\cdot q)(b\cdot q)-4q^2(a\cdot b)\). For arbitrary vectors \(a,q,b,r\), contracting \(\nu\) first and then \(\mu\),
\[ D(a,q,b)=\mathrm{tr}[\not a\gamma^\mu\not q\gamma^\nu\not b\gamma_\nu\not q\gamma_\mu]=4\,\mathrm{tr}[\not a\not q\not b\not q]=32(a\cdot q)(b\cdot q)-16q^2(a\cdot b), \]
\[ C(a,q,b,r)=\mathrm{tr}[\not a\gamma^\nu\not q\gamma^\mu\not b\gamma_\nu\not r\gamma_\mu]=-2\,\mathrm{tr}[\not a\not b\,\gamma^\mu\not q\not r\gamma_\mu]=-32(a\cdot b)(q\cdot r). \]

Now return to \(q=p+k=p'+k'\) and \(r=p-k'=p'-k\). For null momenta \(s=2p\cdot k=2p'\cdot k'\), \(t=-2p\cdot p'=-2k\cdot k'\) and \(u=-2p\cdot k'=-2p'\cdot k\). Hence \(s+t+u=2p\cdot(k-p'-k')=-2p^2=0\), and
\[ 2q\cdot r=2p\cdot k-2k\cdot k'-2p\cdot k'=s+t+u=0, \]
so \(C(p',q,p,r)=C(p',r,p,q)=0\). With \(p\cdot q=p'\cdot q=s/2\) and \(p\cdot r=p'\cdot r=u/2\),
\[ D(p',q,p)=8s(s+t)=-8su,\qquad D(p',r,p)=8u(u+t)=-8su . \]
Because \(\gamma^0\gamma^0=1\), the adjoint reverses products, \(\overline{XY}=\overline Y\,\overline X\), so \(\overline{\Gamma^{\mu\nu}}=\gamma^\mu\not q\gamma^\nu/s+\gamma^\nu\not r\gamma^\mu/u\). Expanding,
\[ A=\frac14\left[\frac{D(p',q,p)}{s^2}+\frac{C(p',r,p,q)+C(p',q,p,r)}{su}+\frac{D(p',r,p)}{u^2}\right]=-\frac{2u}{s}-\frac{2s}{u}. \]

An easy mistake is to put \(\Gamma^{\mu\nu}\) in place of \(\overline{\Gamma^{\mu\nu}}\), forgetting the reversal. Nested and crossed contractions then trade places. At the right-angle point the terms become \(-128/16\), \(64/4\) and twice \(-64/(-8)\), and the average comes out as \(6\) instead of \(5\). This evaluation is not part of the Lean file.

## The Lean file

```lean
import Mathlib

open Matrix

namespace MasslessCompton

noncomputable section

/-- Matrices on Dirac spinors. -/
abbrev Mat := Matrix (Fin 4) (Fin 4) ℂ

/-- Four-vectors. -/
abbrev Vec := Fin 4 → ℝ

/-- Diagonal of the metric. -/
def eta : Vec := ![1, -1, -1, -1]

/-- Minkowski product. -/
def mdot (a b : Vec) : ℝ := a 0 * b 0 - a 1 * b 1 - a 2 * b 2 - a 3 * b 3

/-- Clifford relation {γ^μ, γ^ν} = 2η^{μν}. -/
def IsClifford (γ : Fin 4 → Mat) : Prop :=
  ∀ μ ν, γ μ * γ ν + γ ν * γ μ = (if μ = ν then 2 * eta μ else 0 : ℝ) • (1 : Mat)

/-- Feynman slash a_μ γ^μ. -/
def slash (γ : Fin 4 → Mat) (a : Vec) : Mat := ∑ μ, (eta μ * a μ) • γ μ

/-- Contraction γ^μ X γ_μ. -/
def contract (γ : Fin 4 → Mat) (X : Mat) : Mat := ∑ μ, eta μ • (γ μ * X * γ μ)

/-- Dirac adjoint γ⁰ M† γ⁰. -/
def bar (γ : Fin 4 → Mat) (M : Mat) : Mat := γ 0 * Mᴴ * γ 0

/-- Direct trace tr[a̸ γ^μ q̸ γ^ν b̸ γ_ν q̸ γ_μ]. -/
def directTrace (γ : Fin 4 → Mat) (a q b : Vec) : ℂ := ∑ μ, ∑ ν, (eta μ * eta ν) •
  trace (slash γ a * (γ μ * slash γ q * γ ν) * slash γ b * (γ ν * slash γ q * γ μ))

/-- Crossed trace tr[a̸ γ^ν q̸ γ^μ b̸ γ_ν r̸ γ_μ]. -/
def crossTrace (γ : Fin 4 → Mat) (a q b r : Vec) : ℂ := ∑ μ, ∑ ν, (eta μ * eta ν) •
  trace (slash γ a * (γ ν * slash γ q * γ μ) * slash γ b * (γ ν * slash γ r * γ μ))

/-- Mandelstam s = (p+k)². -/
def mandS (p k : Vec) : ℝ := mdot (p + k) (p + k)

/-- Squared transfer (p-q)²: t for q = p', u for q = k'. -/
def mandD (p q : Vec) : ℝ := mdot (p - q) (p - q)

/-- Momentum conservation with four null momenta. -/
def Kin (p k p' k' : Vec) : Prop :=
  p + k = p' + k' ∧ mdot p p = 0 ∧ mdot k k = 0 ∧ mdot p' p' = 0 ∧ mdot k' k' = 0

/-- Compton vertex Γ^{μν} = γ^ν(p̸+k̸)γ^μ/s + γ^μ(p̸-k̸')γ^ν/u. -/
def vertex (γ : Fin 4 → Mat) (p k k' : Vec) (μ ν : Fin 4) : Mat :=
  (mandS p k)⁻¹ • (γ ν * slash γ (p + k) * γ μ) + (mandD p k')⁻¹ • (γ μ * slash γ (p - k') * γ ν)

/-- One quarter of tr[p̸' Γ p̸ Γ̄] with both polarisation sums replaced by -η. -/
def spinAverage (γ : Fin 4 → Mat) (p k p' k' : Vec) : ℂ := (1 / 4 : ℝ) • ∑ μ, ∑ ν,
  (-eta μ * -eta ν) •
    trace (slash γ p' * vertex γ p k k' μ ν * slash γ p * bar γ (vertex γ p k k' μ ν))

variable {γ : Fin 4 → Mat} {p k p' k' : Vec}

/-- (γ^μ)² = η^{μμ}, {a̸, γ^μ} = 2a^μ and {a̸, b̸} = 2a·b. -/
theorem clifford_slash (h : IsClifford γ) : (∀ μ, γ μ * γ μ = eta μ • (1 : Mat)) ∧
    (∀ a μ, slash γ a * γ μ + γ μ * slash γ a = (2 * a μ) • (1 : Mat)) ∧
    ∀ a b, slash γ a * slash γ b + slash γ b * slash γ a = (2 * mdot a b) • (1 : Mat) := by
  have e : ∀ a (X : Mat), slash γ a * X + X * slash γ a
      = ∑ ν, (eta ν * a ν) • (γ ν * X + X * γ ν) := fun a X => by
    simp only [slash, Finset.mul_sum, Finset.sum_mul, mul_smul_comm, smul_mul_assoc, smul_add,
      Finset.sum_add_distrib]
  have h1 : ∀ a μ, slash γ a * γ μ + γ μ * slash γ a = (2 * a μ) • (1 : Mat) := fun a μ => by
    have he : eta μ * eta μ = 1 := by fin_cases μ <;> simp [eta]
    rw [e]
    simp only [fun ν => h ν μ, smul_smul]
    rw [← Finset.sum_smul]
    congr 1
    simp only [mul_ite, mul_zero, Finset.sum_ite_eq', Finset.mem_univ, if_true]
    linear_combination (2 * a μ) * he
  refine ⟨fun μ => ?_, h1, fun a b => ?_⟩
  · have := h μ μ
    rw [if_pos rfl] at this
    linear_combination (norm := module) (1 / 2 : ℝ) • this
  · rw [e]
    simp only [fun ν => (add_comm (γ ν * slash γ b) _).trans (h1 b ν), smul_smul]
    rw [← Finset.sum_smul]
    congr 1
    simp [eta, mdot, Fin.sum_univ_four]
    ring

/-- γ^μ a̸ γ_μ = -2a̸, γ^μ a̸b̸ γ_μ = 4a·b and γ^μ a̸b̸c̸ γ_μ = -2c̸b̸a̸. -/
theorem contractions (h : IsClifford γ) :
    (∀ a, contract γ (slash γ a) = (-2 : ℝ) • slash γ a) ∧
    (∀ a b, contract γ (slash γ a * slash γ b) = (4 * mdot a b) • (1 : Mat)) ∧
    ∀ a b c, contract γ (slash γ a * slash γ b * slash γ c)
      = (-2 : ℝ) • (slash γ c * slash γ b * slash γ a) := by
  obtain ⟨hsq, h1, anti⟩ := clifford_slash h
  -- move the leftmost slash out through γ^μ
  have step : ∀ a (X : Mat), contract γ (slash γ a * X)
      = (2 : ℝ) • (X * slash γ a) - slash γ a * contract γ X := fun a X => by
    have hμ : ∀ μ, γ μ * (slash γ a * X) * γ μ
        = (2 * a μ) • (X * γ μ) - slash γ a * (γ μ * X * γ μ) := fun μ => by
      rw [← mul_assoc, eq_sub_of_add_eq' (h1 a μ)]
      simp only [sub_mul, smul_mul_assoc, one_mul, mul_assoc]
    have hX : X * slash γ a = ∑ μ, (eta μ * a μ) • (X * γ μ) := by
      simp only [slash, Finset.mul_sum, mul_smul_comm]
    rw [hX]
    simp only [contract, hμ, Finset.mul_sum, Finset.smul_sum, ← Finset.sum_sub_distrib]
    refine Finset.sum_congr rfl fun μ _ => ?_
    rw [mul_smul_comm]
    module
  have c0 : contract γ 1 = (4 : ℝ) • (1 : Mat) := by
    simp only [contract, mul_one, hsq, smul_smul]
    rw [← Finset.sum_smul]
    congr 1
    simp [eta, Fin.sum_univ_four]
    norm_num
  have c1 : ∀ a, contract γ (slash γ a) = (-2 : ℝ) • slash γ a := fun a => by
    have := step a 1
    simp only [c0, one_mul, mul_smul_comm, mul_one] at this
    rw [this]
    module
  have c2 : ∀ a b, contract γ (slash γ a * slash γ b) = (4 * mdot a b) • (1 : Mat) :=
    fun a b => by
      rw [step, c1, mul_smul_comm]
      linear_combination (norm := module) (2 : ℝ) • anti a b
  refine ⟨c1, c2, fun a b c => ?_⟩
  have e := congrArg (· * slash γ a) (anti b c)
  simp only [add_mul, smul_mul_assoc, one_mul] at e
  rw [mul_assoc (slash γ a), step, c2, mul_smul_comm, mul_one]
  linear_combination (norm := module) (2 : ℝ) • e

/-- tr[a̸b̸] = 4a·b and tr[a̸q̸b̸q̸] = 8(a·q)(b·q) - 4q²(a·b). -/
theorem slash_traces (h : IsClifford γ) :
    (∀ a b, trace (slash γ a * slash γ b) = 4 * (mdot a b : ℂ)) ∧
    ∀ a q b, trace (slash γ a * slash γ q * slash γ b * slash γ q)
      = 8 * (mdot a q : ℂ) * mdot b q - 4 * (mdot q q : ℂ) * mdot a b := by
  have anti := (clifford_slash h).2.2
  have t2 : ∀ a b, trace (slash γ a * slash γ b) = 4 * (mdot a b : ℂ) := fun a b => by
    have t := congrArg trace (anti a b)
    rw [trace_add, trace_mul_comm (slash γ b) (slash γ a), trace_smul, trace_one,
      Fintype.card_fin, Complex.real_smul] at t
    push_cast at t
    linear_combination (1 / 2 : ℂ) * t
  refine ⟨t2, fun a q b => ?_⟩
  have hq : slash γ q * slash γ q = mdot q q • (1 : Mat) := by
    linear_combination (norm := module) (1 / 2 : ℝ) • anti q q
  rw [mul_assoc, eq_sub_of_add_eq (anti b q), mul_sub, ← mul_assoc, mul_assoc (slash γ a) _ (slash γ q), hq]
  simp only [mul_smul_comm, smul_mul_assoc, mul_one, trace_sub, trace_smul, t2, Complex.real_smul]
  push_cast
  ring

/-- For any four-vectors the direct trace is 32(a·q)(b·q) - 16q²(a·b) and the crossed trace
is -32(a·b)(q·r). -/
theorem trace_formulas (h : IsClifford γ) (a q b r : Vec) :
    directTrace γ a q b = (32 * mdot a q * mdot b q - 16 * mdot q q * mdot a b : ℝ) ∧
    crossTrace γ a q b r = (-32 * mdot a b * mdot q r : ℝ) := by
  obtain ⟨c1, c2, c3⟩ := contractions h
  obtain ⟨t2, t4⟩ := slash_traces h
  constructor
  · have hs : ∀ (c : ℝ) (X : Mat), contract γ (c • X) = c • contract γ X := fun c X => by
      simp only [contract, mul_smul_comm, smul_mul_assoc, Finset.smul_sum, smul_smul, mul_comm c]
    have e : directTrace γ a q b
        = trace (slash γ a * contract γ (slash γ q * contract γ (slash γ b) * slash γ q)) := by
      simp only [directTrace, contract, Finset.sum_mul, Finset.mul_sum, trace_sum, smul_mul_assoc,
        mul_smul_comm, trace_smul, Finset.smul_sum, smul_smul, mul_assoc]
    rw [e, c1 b, mul_smul_comm, smul_mul_assoc, hs, c3]
    simp only [mul_smul_comm, trace_smul, ← mul_assoc]
    simp only [t4, Complex.real_smul]
    push_cast
    ring
  · -- γ^μ is itself a slash, so the three-factor contraction applies
    have c3' : ∀ μ, contract γ (slash γ q * γ μ * slash γ b)
        = (-2 : ℝ) • (slash γ b * γ μ * slash γ q) := fun μ => by
      have hγ : γ μ = slash γ (fun ν => if ν = μ then eta μ else 0) := by
        fin_cases μ <;> simp [slash, eta]
      rw [hγ]
      exact c3 _ _ _
    have e : crossTrace γ a q b r = ∑ μ, eta μ •
        trace (slash γ a * contract γ (slash γ q * γ μ * slash γ b) * slash γ r * γ μ) := by
      simp only [crossTrace, contract, Finset.sum_mul, Finset.mul_sum, trace_sum, smul_mul_assoc,
        mul_smul_comm, trace_smul, Finset.smul_sum, smul_smul, mul_assoc]
    have e2 : crossTrace γ a q b r
        = (-2 : ℝ) • trace (slash γ a * slash γ b * contract γ (slash γ q * slash γ r)) := by
      simp only [e, c3']
      simp only [contract, Finset.mul_sum, trace_sum, smul_mul_assoc, mul_smul_comm, trace_smul,
        Finset.smul_sum, smul_smul, mul_assoc, mul_comm (-2 : ℝ)]
    rw [e2, c2]
    simp only [mul_smul_comm, mul_one, trace_smul, t2, Complex.real_smul]
    push_cast
    ring

/-- For massless kinematics s + t + u = 0, and the products of p, p', p+k, p-k' are given by
s, t, u; in particular 2(p+k)·(p-k') = s + t + u. -/
theorem mandelstam (hk : Kin p k p' k') :
    mandS p k + mandD p p' + mandD p k' = 0 ∧ 2 * mdot p' p = -mandD p p' ∧
    2 * mdot p' (p + k) = mandS p k ∧ 2 * mdot p (p + k) = mandS p k ∧
    2 * mdot p' (p - k') = mandD p k' ∧ 2 * mdot p (p - k') = mandD p k' ∧
    2 * mdot (p + k) (p - k') = mandS p k + mandD p p' + mandD p k' := by
  obtain ⟨hc, h1, h2, h3, h4⟩ := hk
  obtain rfl : k' = p + k - p' := by rw [hc]; abel
  simp only [mandS, mandD, mdot, Pi.add_apply, Pi.sub_apply] at h1 h2 h3 h4 ⊢
  exact ⟨by linear_combination h1 + h2 + h3 + h4, by linear_combination h1 + h3,
    by linear_combination h3 - h4, by linear_combination h1 - h2, by linear_combination h3 - h2,
    by linear_combination h1 - h4, by linear_combination -2 * h2 - 2 * h4⟩

/-- The s-channel and u-channel direct traces both equal -8su. -/
theorem direct_traces (h : IsClifford γ) (hk : Kin p k p' k') :
    directTrace γ p' (p + k) p = (-8 * mandS p k * mandD p k' : ℝ) ∧
    directTrace γ p' (p - k') p = (-8 * mandS p k * mandD p k' : ℝ) := by
  obtain ⟨h0, ht, h1, h2, h3, h4, -⟩ := mandelstam hk
  rw [(trace_formulas h p' (p + k) p p).1, (trace_formulas h p' (p - k') p p).1,
    Complex.ofReal_inj, Complex.ofReal_inj, show mdot (p + k) (p + k) = mandS p k from rfl,
    show mdot (p - k') (p - k') = mandD p k' from rfl]
  exact ⟨by linear_combination 16 * mdot p (p + k) * h1 + 8 * mandS p k * (h2 - ht + h0),
    by linear_combination 16 * mdot p (p - k') * h3 + 8 * mandD p k' * (h4 - ht + h0)⟩

/-- Both s-u interference traces vanish. -/
theorem interference_traces (h : IsClifford γ) (hk : Kin p k p' k') :
    crossTrace γ p' (p + k) p (p - k') = 0 ∧ crossTrace γ p' (p - k') p (p + k) = 0 := by
  obtain ⟨h0, -, -, -, -, -, h5⟩ := mandelstam hk
  have z : mdot (p + k) (p - k') = 0 := by linarith
  have z' : mdot (p - k') (p + k) = 0 := by rw [← z]; simp only [mdot]; ring
  rw [(trace_formulas h _ _ _ _).2, (trace_formulas h _ _ _ _).2, z, z']
  simp

/-- The Dirac adjoint of the vertex reverses the order of the gamma matrices. -/
theorem bar_vertex (h : IsClifford γ) (hH : ∀ μ, bar γ (γ μ) = γ μ) (μ ν : Fin 4) :
    bar γ (vertex γ p k k' μ ν) = (mandS p k)⁻¹ • (γ μ * slash γ (p + k) * γ ν)
      + (mandD p k')⁻¹ • (γ ν * slash γ (p - k') * γ μ) := by
  have h0 : γ 0 * γ 0 = 1 := by simpa [eta] using (clifford_slash h).1 0
  have hm : ∀ X Y : Mat, bar γ (X * Y) = bar γ Y * bar γ X := fun X Y => by
    simp only [bar, conjTranspose_mul, mul_assoc]
    rw [← mul_assoc (γ 0) (γ 0), h0, one_mul]
  have hl : ∀ (c : ℝ) (X : Mat), bar γ (c • X) = c • bar γ X := fun c X => by
    simp only [bar, conjTranspose_smul, star_trivial, mul_smul_comm, smul_mul_assoc]
  have ha : ∀ X Y : Mat, bar γ (X + Y) = bar γ X + bar γ Y := fun X Y => by
    simp only [bar, conjTranspose_add, mul_add, add_mul]
  have hs : ∀ a, bar γ (slash γ a) = slash γ a := fun a => by
    simp only [slash, Fin.sum_univ_four, ha, hl, hH]
  simp only [vertex, ha, hl, hm, hH, hs, mul_assoc]

/-- For massless kinematics with s, u ≠ 0 the spin average is 2(-u/s - s/u), and su times it
is -2(s² + u²). -/
theorem spin_average (h : IsClifford γ) (hH : ∀ μ, bar γ (γ μ) = γ μ) (hk : Kin p k p' k')
    (hs : mandS p k ≠ 0) (hu : mandD p k' ≠ 0) :
    spinAverage γ p k p' k' = 2 * (-(mandD p k' : ℂ) / mandS p k - mandS p k / mandD p k') ∧
    (mandS p k : ℂ) * mandD p k' * spinAverage γ p k p' k'
      = -2 * ((mandS p k : ℂ) ^ 2 + (mandD p k' : ℂ) ^ 2) := by
  have sw : ∀ f : Fin 4 → Fin 4 → ℂ,
      ∑ μ, ∑ ν, (eta μ * eta ν) • f μ ν = ∑ μ, ∑ ν, (eta μ * eta ν) • f ν μ := fun f => by
    rw [Finset.sum_comm]
    exact Finset.sum_congr rfl fun _ _ => Finset.sum_congr rfl fun _ _ => by rw [mul_comm (eta _)]
  -- expand the square into two direct and two interference traces
  have key : spinAverage γ p k p' k' = (1 / 4 : ℝ) •
      ((mandS p k)⁻¹ ^ 2 • directTrace γ p' (p + k) p
        + ((mandS p k)⁻¹ * (mandD p k')⁻¹) • crossTrace γ p' (p - k') p (p + k)
        + ((mandS p k)⁻¹ * (mandD p k')⁻¹) • crossTrace γ p' (p + k) p (p - k')
        + (mandD p k')⁻¹ ^ 2 • directTrace γ p' (p - k') p) := by
    rw [show directTrace γ p' (p + k) p = _ from sw _,
      show crossTrace γ p' (p - k') p (p + k) = _ from sw _]
    simp only [spinAverage, bar_vertex h hH]
    simp only [directTrace, crossTrace, Finset.smul_sum, ← Finset.sum_add_distrib]
    refine Finset.sum_congr rfl fun μ _ => Finset.sum_congr rfl fun ν _ => ?_
    simp only [vertex, mul_add, add_mul, mul_smul_comm, smul_mul_assoc, trace_add, trace_smul]
    module
  have hs' := Complex.ofReal_ne_zero.mpr hs
  have hu' := Complex.ofReal_ne_zero.mpr hu
  rw [key, (direct_traces h hk).1, (direct_traces h hk).2, (interference_traces h hk).1,
    (interference_traces h hk).2]
  simp only [Complex.real_smul]
  push_cast
  constructor <;> field_simp <;> ring

/-- The Dirac representation. -/
def dirac : Fin 4 → Mat :=
  ![!![1, 0, 0, 0; 0, 1, 0, 0; 0, 0, -1, 0; 0, 0, 0, -1],
    !![0, 0, 0, 1; 0, 0, 1, 0; 0, -1, 0, 0; -1, 0, 0, 0],
    !![0, 0, 0, -Complex.I; 0, 0, Complex.I, 0; 0, Complex.I, 0, 0; -Complex.I, 0, 0, 0],
    !![0, 0, 1, 0; 0, 0, 0, -1; -1, 0, 0, 0; 0, 1, 0, 0]]

set_option maxHeartbeats 400000 in
/-- The Dirac representation meets both gamma-matrix conditions, and right-angle scattering is
massless kinematics with s = 4, u = -2. -/
theorem compton_witness : IsClifford dirac ∧ (∀ μ, bar dirac (dirac μ) = dirac μ) ∧
    Kin ![1, 0, 0, 1] ![1, 0, 0, -1] ![1, 1, 0, 0] ![1, -1, 0, 0] ∧
    mandS ![1, 0, 0, 1] ![1, 0, 0, -1] = 4 ∧ mandD ![1, 0, 0, 1] ![1, -1, 0, 0] = -2 := by
  have key : ∀ μ ν, μ ≤ ν → dirac μ * dirac ν + dirac ν * dirac μ
      = (if μ = ν then 2 * eta μ else 0 : ℝ) • (1 : Mat) := fun μ ν hle => by
    fin_cases μ <;> fin_cases ν <;> first
      | exact absurd hle (by decide)
      | (ext i j
         simp only [Matrix.add_apply, Matrix.mul_apply, Fin.sum_univ_four, Matrix.smul_apply]
         fin_cases i <;> fin_cases j <;> simp [dirac, eta] <;> norm_num)
  refine ⟨fun μ ν => ?_, fun μ => ?_, ⟨?_, ?_, ?_, ?_, ?_⟩, ?_, ?_⟩
  · rcases le_total μ ν with h | h
    · exact key μ ν h
    · rw [add_comm, key ν μ h]
      by_cases e : μ = ν
      · subst e; rfl
      · rw [if_neg e, if_neg (Ne.symm e)]
  · ext i j
    simp only [bar, Matrix.mul_apply, Fin.sum_univ_four, conjTranspose_apply]
    fin_cases μ <;> fin_cases i <;> fin_cases j <;> simp [dirac]
  · ext i
    fin_cases i <;> simp
  all_goals simp [mandS, mandD, mdot] <;> norm_num

end

end MasslessCompton
```

```lean
#print axioms MasslessCompton.spin_average
```

```
'MasslessCompton.spin_average' depends on axioms: [propext, Classical.choice, Quot.sound]
```

## Reading the statement

A `Vec` holds real contravariant components with indices 0 to 3, and `eta` is the diagonal of the metric. `slash` and `contract` carry the factor `eta μ` that lowers an index. `mandS p k` is \(s\), `mandD p p'` is \(t\) and `mandD p k'` is \(u\). `Kin p k p' k'` is momentum conservation with four null momenta and imposes no sign on the energies. `directTrace`, `crossTrace`, `vertex` and `spinAverage` are \(D\), \(C\), \(\Gamma^{\mu\nu}\) and \(A\).

`spin_average` assumes `IsClifford γ`, the adjoint condition `hH`, `Kin`, and \(s,u\neq0\) (`hs`, `hu`), and concludes both forms of the identity as equations between complex numbers. `direct_traces` and `interference_traces` need only `IsClifford γ` and `Kin`, so they hold at \(s=0\) or \(u=0\) as well. `compton_witness` verifies that `dirac` satisfies both matrix conditions and that the right-angle momenta satisfy `Kin` with \(s=4\), \(u=-2\).

## The proof

`clifford_slash` gives the anticommutators. In `contractions`, `step` is the recursion and `c0` to `c2` are its first stages; the three-factor case applies `step` once more and multiplies the anticommutator of \(\not b\) and \(\not c\) by \(\not a\) from the right. `slash_traces` follows the two trace arguments above. `trace_formulas` rewrites each double sum as two successive uses of `contract`. For the crossed trace, `c3'` writes \(\gamma^\mu\) as the slash of the vector whose only nonzero component is `eta μ` in slot \(\mu\), so the three-factor rule covers \(\not q\gamma^\mu\not b\). `mandelstam` eliminates \(k'=p+k-p'\) and obtains each relation as a linear combination of the four null conditions. `direct_traces` and `interference_traces` insert these relations, and `bar_vertex` proves the reversal through `hm`. In `spin_average`, `key` is the four-term expansion, `sw` renames \(\mu\leftrightarrow\nu\) in two of the terms, and `field_simp` with `ring` does the last line.

## Scope

The identity is exact for every representation and every set of momenta meeting the hypotheses. The physical input sits in the definitions: the vertex, the spin sums \(\not p\) and \(\not p'\), the factor \(\tfrac14\), and the replacement of both polarisation sums by \(-\eta\). No spinors or polarisation vectors appear, and the Ward identity that justifies the replacement is not derived. The electron is massless and the amplitude is tree level in four dimensions with couplings and phases removed. Flux and phase space are absent, so the result is a squared matrix element and not the Klein–Nishina cross section, which keeps the mass. Since both interference traces vanish, agreement with the formula says nothing about the relative sign of the two diagrams in a code that replaces both polarisation sums by \(-\eta\), as done here. The split into direct and interference terms depends on that choice: with explicit transverse polarisation vectors the two diagrams can interfere, and a wrong relative sign can then change the result. The arithmetic is exact; rounding near \(u=0\), where the term \(-2s/u\) grows without bound at fixed \(s\), is not analysed.
